# The zero-temperature limit of the electron count when (μ − E)/T tends to a finite value

The theorem `electronCount_tendsto` concerns finitely many non-interacting levels with fixed energies and real weights, filled by the Fermi-Dirac distribution, with the temperature T in energy units. The Fermi level μ(T) is a given function for which (μ(T) − E)/T tends to a real number y as T decreases to zero. The theorem states that the weighted electron count then tends to the total weight of the levels below E plus the fraction 1/(1 + exp(−y)) of the weight at E. The attempt adds up the limits of the single occupations, and then means to show that the resulting sum is the stated limit by treating levels below, at and above E separately.

Lean 4 with Mathlib refuses this proof:

```lean
import Mathlib

open Filter Topology

namespace ElectronCountTendsto

noncomputable section

variable {ι : Type*} [Fintype ι]

/-- Fermi-Dirac occupation of a level `e` at Fermi level `μ` and temperature `T > 0`
(in energy units). -/
def fermi (e μ T : ℝ) : ℝ := 1 / (1 + Real.exp ((e - μ) / T))

/-- Electron count of the levels `e i` with weights `w i` at Fermi level `μ` and
temperature `T > 0`. -/
def electronCount (w e : ι → ℝ) (μ T : ℝ) : ℝ := ∑ i, w i * fermi (e i) μ T

/-- Total weight of the levels strictly below the energy `E`. -/
def weightBelow (w e : ι → ℝ) (E : ℝ) : ℝ := ∑ i with e i < E, w i

/-- Total weight of the levels at or below the energy `E`. -/
def weightUpTo (w e : ι → ℝ) (E : ℝ) : ℝ := ∑ i with e i ≤ E, w i

/-- If `(μ(T) - E)/T` tends to `y` as `T` decreases to zero, then the occupation of a level
tends to 1 below `E`, to `1/(1 + exp(-y))` at `E`, and to 0 above `E`. -/
theorem fermi_tendsto {μ : ℝ → ℝ} {E y : ℝ}
    (hy : Tendsto (fun T => (μ T - E) / T) (𝓝[>] 0) (𝓝 y)) (e : ℝ) :
    Tendsto (fun T => fermi e (μ T) T) (𝓝[>] 0)
      (𝓝 (if e < E then 1 else if e = E then 1 / (1 + Real.exp (-y)) else 0)) := by
  have hinv : Tendsto (fun T : ℝ => T⁻¹) (𝓝[>] 0) atTop := tendsto_inv_nhdsGT_zero
  -- split the exponent into the distance from the shell and the scaled Fermi level
  have hsplit : (fun T => fermi e (μ T) T) =
      fun T => (1 + Real.exp ((e - E) * T⁻¹ + -((μ T - E) / T)))⁻¹ := by
    funext T
    have h : (e - μ T) / T = (e - E) * T⁻¹ + -((μ T - E) / T) := by ring
    rw [fermi, h, one_div]
  rw [hsplit]
  rcases lt_trichotomy e E with h | h | h
  · rw [if_pos h]
    have h1 := (hinv.const_mul_atTop_of_neg (sub_neg.mpr h)).atBot_add hy.neg
    have h2 := ((Real.tendsto_exp_atBot.comp h1).const_add 1).inv₀ (by norm_num)
    simpa using h2
  · subst h
    rw [if_neg (lt_irrefl _), if_pos rfl, one_div]
    have h1 := (Real.continuous_exp.tendsto (-y)).comp hy.neg
    have h2 := (h1.const_add 1).inv₀ (by positivity)
    simpa using h2
  · rw [if_neg (not_lt_of_ge h.le), if_neg h.ne']
    have h1 := (hinv.const_mul_atTop (sub_pos.mpr h)).atTop_add hy.neg
    exact tendsto_inv_atTop_zero.comp
      (tendsto_atTop_add_const_left _ 1 (Real.tendsto_exp_atTop.comp h1))

/-- If `(μ(T) - E)/T` tends to `y` as `T` decreases to zero, the electron count tends to the
weight below `E` plus the fraction `1/(1 + exp(-y))` of the weight at `E`. -/
theorem electronCount_tendsto (w e : ι → ℝ) {μ : ℝ → ℝ} {E y : ℝ}
    (hy : Tendsto (fun T => (μ T - E) / T) (𝓝[>] 0) (𝓝 y)) :
    Tendsto (fun T => electronCount w e (μ T) T) (𝓝[>] 0)
      (𝓝 (weightBelow w e E +
        (weightUpTo w e E - weightBelow w e E) * (1 / (1 + Real.exp (-y))))) := by
  have h := tendsto_finset_sum Finset.univ
    fun i _ => (fermi_tendsto hy (e i)).const_mul (w i)
  convert h using 2
  unfold weightBelow weightUpTo
  rw [Finset.sum_filter, Finset.sum_filter, ← Finset.sum_sub_distrib, Finset.sum_mul,
    ← Finset.sum_add_distrib]
  refine Finset.sum_congr rfl fun i _ => ?_
  rcases lt_trichotomy (e i) E with h | h | h
  · simp [h, h.le]
  · simp [h]
  · simp [not_lt_of_ge h.le, not_le_of_gt h, h.ne']

end

end ElectronCountTendsto
```

Messages:

```
Main.lean:61:12: warning: `tendsto_finset_sum` has been deprecated: Use `tendsto_finsetSum` instead
Main.lean:64:9: error: Tactic `unfold` failed to unfold `weightBelow` in
  electronCount w e (μ x✝) x✝ = ∑ c, w c * fermi (e c) (μ x✝) x✝
```

Diagnosis. The error arises because `convert h using 2` leaves an equation between the two functions of temperature as the current goal, ahead of the one between the limits. That goal equates `electronCount` with the sum that defines it. It is true by definition, but `convert` did not unfold `electronCount` to close it. The next line, written for the limits, asks to unfold `weightBelow`, which does not occur in this goal, and so it fails.

The repair proves the equation between the limits first, as `hval`, with the same steps as before, so that `unfold` now meets the expression it was written for. After `rw [hval]` the goal has the limit that the sum of single-level limits provides. The functions still differ in form, but `exact` accepts them because it can unfold the definition of `electronCount`.

The warning says only that `tendsto_finset_sum` is a deprecated name. Its replacement by `tendsto_finsetSum` is tidying and has no part in curing the error.

The mended proof, as a diff:

```diff
@@ -59,15 +59,19 @@
       (𝓝 (weightBelow w e E +
         (weightUpTo w e E - weightBelow w e E) * (1 / (1 + Real.exp (-y))))) := by
-  have h := tendsto_finset_sum Finset.univ
+  -- the limiting count, level by level
+  have hval : weightBelow w e E +
+      (weightUpTo w e E - weightBelow w e E) * (1 / (1 + Real.exp (-y))) =
+      ∑ i, w i * (if e i < E then 1 else if e i = E then 1 / (1 + Real.exp (-y)) else 0) := by
+    unfold weightBelow weightUpTo
+    rw [Finset.sum_filter, Finset.sum_filter, ← Finset.sum_sub_distrib, Finset.sum_mul,
+      ← Finset.sum_add_distrib]
+    refine Finset.sum_congr rfl fun i _ => ?_
+    rcases lt_trichotomy (e i) E with h | h | h
+    · simp [h, h.le]
+    · simp [h]
+    · simp [not_lt_of_ge h.le, not_le_of_gt h, h.ne']
+  rw [hval]
+  exact tendsto_finsetSum Finset.univ
     fun i _ => (fermi_tendsto hy (e i)).const_mul (w i)
-  convert h using 2
-  unfold weightBelow weightUpTo
-  rw [Finset.sum_filter, Finset.sum_filter, ← Finset.sum_sub_distrib, Finset.sum_mul,
-    ← Finset.sum_add_distrib]
-  refine Finset.sum_congr rfl fun i _ => ?_
-  rcases lt_trichotomy (e i) E with h | h | h
-  · simp [h, h.le]
-  · simp [h]
-  · simp [not_lt_of_ge h.le, not_le_of_gt h, h.ne']
 
 end
```
